# Three-point Numerov weights for unequal steps: unique at degree four, nonnegative within golden-ratio bounds

With both steps equal to 1, every real polynomial $p$ of degree at most 4 satisfies $p(1)-2p(0)+p(-1)=\tfrac1{12}\,[\,p''(-1)+10\,p''(0)+p''(1)\,]$. If the right step is stretched to 2, the second difference on the left becomes $\tfrac13p(2)-p(0)+\tfrac23p(-1)$, and the weights on $p''(-1),\ p''(0),\ p''(2)$ that reproduce it up to degree 4 are $-\tfrac1{18},\ \tfrac{11}{12},\ \tfrac5{36}$. One of them is negative.

```lean
import Mathlib

open Polynomial

namespace NonuniformNumerov

noncomputable section

/-- The three-point second difference of `u` on the nodes `-a`, `0`, `b`. -/
def secondDiff (a b : ℝ) (u : ℝ → ℝ) : ℝ :=
  2 * (u b / (b * (a + b)) - u 0 / (a * b) + u (-a) / (a * (a + b)))

/-- The weights `wl`, `wc`, `wr` on the second derivatives at `-a`, `0`, `b` reproduce the
second difference of every real polynomial of degree at most `n`. -/
def Reproduces (n : ℕ) (a b wl wc wr : ℝ) : Prop :=
  ∀ p : ℝ[X], p.natDegree ≤ n →
    secondDiff a b (fun x => p.eval x) =
      wl * (derivative (derivative p)).eval (-a) + wc * (derivative (derivative p)).eval 0
        + wr * (derivative (derivative p)).eval b

/-- The Numerov weight at the left node `-a`. -/
def leftWeight (a b : ℝ) : ℝ := (a ^ 2 + a * b - b ^ 2) / (6 * a * (a + b))

/-- The Numerov weight at the central node `0`. -/
def centreWeight (a b : ℝ) : ℝ := (a ^ 2 + 3 * a * b + b ^ 2) / (6 * a * b)

/-- The Numerov weight at the right node `b`. -/
def rightWeight (a b : ℝ) : ℝ := (b ^ 2 + a * b - a ^ 2) / (6 * b * (a + b))

/-- The Numerov weights reproduce the second difference of every polynomial of degree at
most four. -/
theorem reproduces_four {a b : ℝ} (ha : 0 < a) (hb : 0 < b) :
    Reproduces 4 a b (leftWeight a b) (centreWeight a b) (rightWeight a b) := by
  intro p hp
  have hab : a + b ≠ 0 := by positivity
  have ha' : a ≠ 0 := ha.ne'
  have hb' : b ≠ 0 := hb.ne'
  -- expand the polynomial and its second derivative in coefficients
  have e : ∀ x : ℝ, p.eval x = p.coeff 0 + p.coeff 1 * x + p.coeff 2 * x ^ 2
      + p.coeff 3 * x ^ 3 + p.coeff 4 * x ^ 4 := by
    intro x
    rw [eval_eq_sum_range' (by omega : p.natDegree < 5)]
    simp only [Finset.sum_range_succ, Finset.sum_range_zero]
    ring
  have hd : (derivative (derivative p)).natDegree < 3 := by
    have h1 := natDegree_derivative_le p
    have h2 := natDegree_derivative_le (derivative p)
    omega
  have d : ∀ x : ℝ, (derivative (derivative p)).eval x =
      2 * p.coeff 2 + 6 * p.coeff 3 * x + 12 * p.coeff 4 * x ^ 2 := by
    intro x
    rw [eval_eq_sum_range' hd]
    simp only [Finset.sum_range_succ, Finset.sum_range_zero, coeff_derivative]
    push_cast
    ring
  simp only [secondDiff, e, d, leftWeight, centreWeight, rightWeight]
  field_simp
  ring

/-- Weights that reproduce polynomials up to degree `N` satisfy the moment equation
of each monomial `x ^ (n + 2)` with `n + 2 ≤ N`. -/
theorem moment_equation {N : ℕ} {a b wl wc wr : ℝ} (h : Reproduces N a b wl wc wr)
    (n : ℕ) (hn : n + 2 ≤ N) :
    secondDiff a b (fun x => x ^ (n + 2)) =
      ((n : ℝ) + 2) * ((n : ℝ) + 1) * (wl * (-a) ^ n + wc * 0 ^ n + wr * b ^ n) := by
  have d : ∀ x : ℝ, (derivative (derivative (X ^ (n + 2) : ℝ[X]))).eval x =
      ((n : ℝ) + 2) * ((n : ℝ) + 1) * x ^ n := by
    intro x
    rw [derivative_X_pow, derivative_C_mul, derivative_X_pow]
    simp only [eval_mul, eval_C, eval_pow, eval_X, show n + 2 - 1 = n + 1 by omega,
      add_tsub_cancel_right]
    push_cast
    ring
  have h1 := h (X ^ (n + 2)) (by rw [natDegree_X_pow]; exact hn)
  simp only [d, eval_pow, eval_X] at h1
  rw [h1]
  ring

/-- Any weights that reproduce all polynomials of degree at most four are the
Numerov weights. -/
theorem weights_unique {a b wl wc wr : ℝ} (ha : 0 < a) (hb : 0 < b)
    (h : Reproduces 4 a b wl wc wr) :
    wl = leftWeight a b ∧ wc = centreWeight a b ∧ wr = rightWeight a b := by
  have hab : a + b ≠ 0 := by positivity
  have ha' : a ≠ 0 := ha.ne'
  have hb' : b ≠ 0 := hb.ne'
  have h2 := moment_equation h 0 (by norm_num)
  have h3 := moment_equation h 1 (by norm_num)
  have h4 := moment_equation h 2 (by norm_num)
  have s2 : secondDiff a b (fun x => x ^ (0 + 2)) = 2 := by
    simp only [secondDiff]
    field_simp
    ring
  have s3 : secondDiff a b (fun x => x ^ (1 + 2)) = 2 * (b - a) := by
    simp only [secondDiff]
    field_simp
    ring
  have s4 : secondDiff a b (fun x => x ^ (2 + 2)) = 2 * (a ^ 2 - a * b + b ^ 2) := by
    simp only [secondDiff]
    field_simp
    ring
  rw [s2] at h2
  rw [s3] at h3
  rw [s4] at h4
  push_cast at h2 h3 h4
  -- the three moment equations form a linear system for the weights
  have e2 : wl + wc + wr = 1 := by linear_combination (-1 / 2) * h2
  have e3 : b * wr - a * wl = (b - a) / 3 := by linear_combination (-1 / 6) * h3
  have e4 : a ^ 2 * wl + b ^ 2 * wr = (a ^ 2 - a * b + b ^ 2) / 6 := by
    linear_combination (-1 / 12) * h4
  refine ⟨?_, ?_, ?_⟩
  · rw [leftWeight, eq_div_iff (by positivity)]
    linear_combination 6 * e4 - 6 * b * e3
  · rw [centreWeight, eq_div_iff (by positivity)]
    linear_combination 6 * a * b * e2 - 6 * e4 + 6 * (b - a) * e3
  · rw [rightWeight, eq_div_iff (by positivity)]
    linear_combination 6 * e4 + 6 * a * e3

/-- All three Numerov weights are nonnegative exactly when the step ratio `b / a` lies
between `(√5 - 1) / 2` and `(√5 + 1) / 2`. -/
theorem weights_nonneg_iff {a b : ℝ} (ha : 0 < a) (hb : 0 < b) :
    (0 ≤ leftWeight a b ∧ 0 ≤ centreWeight a b ∧ 0 ≤ rightWeight a b) ↔
      (√5 - 1) / 2 ≤ b / a ∧ b / a ≤ (√5 + 1) / 2 := by
  have hs : √5 ^ 2 = (5 : ℝ) := Real.sq_sqrt (by norm_num)
  have hs1 : (1 : ℝ) < √5 := by
    rw [Real.lt_sqrt (by norm_num)]
    norm_num
  have hc : 0 ≤ centreWeight a b := by
    unfold centreWeight
    positivity
  -- the numerators of the outer weights factor through the golden ratio
  have hr : 0 ≤ rightWeight a b ↔ (√5 - 1) / 2 ≤ b / a := by
    have hpos : 0 < b + (√5 + 1) / 2 * a := by positivity
    have hf : b ^ 2 + a * b - a ^ 2 =
        (b - (√5 - 1) / 2 * a) * (b + (√5 + 1) / 2 * a) := by
      linear_combination (a ^ 2 / 4) * hs
    rw [rightWeight, le_div_iff₀ (by positivity), zero_mul, hf,
      mul_nonneg_iff_of_pos_right hpos, sub_nonneg, le_div_iff₀ ha]
  have hl : 0 ≤ leftWeight a b ↔ b / a ≤ (√5 + 1) / 2 := by
    have hpos : 0 < (√5 - 1) / 2 * a + b := by
      have h1 : 0 < (√5 - 1) / 2 := by linarith
      positivity
    have hf : a ^ 2 + a * b - b ^ 2 =
        ((√5 + 1) / 2 * a - b) * ((√5 - 1) / 2 * a + b) := by
      linear_combination (-a ^ 2 / 4) * hs
    rw [leftWeight, le_div_iff₀ (by positivity), zero_mul, hf,
      mul_nonneg_iff_of_pos_right hpos, sub_nonneg, div_le_iff₀ ha]
  rw [hl, hr]
  exact ⟨fun h => ⟨h.2.2, h.1⟩, fun h => ⟨h.2, hc, h.1⟩⟩

/-- For positive steps, weights reproduce the second difference up to degree four if and only
if they are the Numerov weights, and these are all nonnegative if and only if `b / a` lies
between `(√5 - 1) / 2` and `(√5 + 1) / 2`. -/
theorem nonuniform_numerov {a b : ℝ} (ha : 0 < a) (hb : 0 < b) :
    (∀ wl wc wr : ℝ, Reproduces 4 a b wl wc wr ↔
      wl = leftWeight a b ∧ wc = centreWeight a b ∧ wr = rightWeight a b) ∧
    ((0 ≤ leftWeight a b ∧ 0 ≤ centreWeight a b ∧ 0 ≤ rightWeight a b) ↔
      (√5 - 1) / 2 ≤ b / a ∧ b / a ≤ (√5 + 1) / 2) := by
  refine ⟨fun wl wc wr => ⟨weights_unique ha hb, ?_⟩, weights_nonneg_iff ha hb⟩
  rintro ⟨rfl, rfl, rfl⟩
  exact reproduces_four ha hb

/-- The Numerov formula at an arbitrary grid point `x` with neighbours `x - a` and `x + b`,
for polynomials of degree at most four. -/
theorem numerov_at_grid_point {a b : ℝ} (ha : 0 < a) (hb : 0 < b) (x : ℝ) (p : ℝ[X])
    (hp : p.natDegree ≤ 4) :
    secondDiff a b (fun s => p.eval (s + x)) =
      leftWeight a b * (derivative (derivative p)).eval (x - a)
        + centreWeight a b * (derivative (derivative p)).eval x
        + rightWeight a b * (derivative (derivative p)).eval (x + b) := by
  -- shift the polynomial so that the grid point becomes the origin
  have hd : ∀ q : ℝ[X], derivative (q.comp (X + C x)) = (derivative q).comp (X + C x) := by
    intro q
    simp [derivative_comp]
  have h := reproduces_four ha hb (p.comp (X + C x))
    (by rw [natDegree_comp, natDegree_X_add_C, mul_one]; exact hp)
  simp only [hd, eval_comp, eval_add, eval_X, eval_C] at h
  rw [show x - a = -a + x by ring, show x + b = b + x by ring, h, zero_add]

/-- The second difference of `x ^ 5` minus the Numerov combination of its second derivatives
`20 x ^ 3` equals `(2/3) (a - b) (2a + b) (a + 2b)`. -/
theorem quintic_defect {a b : ℝ} (ha : 0 < a) (hb : 0 < b) :
    secondDiff a b (fun x => x ^ 5) -
      (leftWeight a b * (20 * (-a) ^ 3) + centreWeight a b * (20 * 0 ^ 3)
        + rightWeight a b * (20 * b ^ 3)) =
      2 / 3 * (a - b) * (2 * a + b) * (a + 2 * b) := by
  have hab : a + b ≠ 0 := by positivity
  have ha' : a ≠ 0 := ha.ne'
  have hb' : b ≠ 0 := hb.ne'
  simp only [secondDiff, leftWeight, centreWeight, rightWeight]
  field_simp
  ring

/-- On a grid with unequal steps no choice of three weights reproduces all polynomials of
degree at most five. -/
theorem not_reproduces_five {a b : ℝ} (ha : 0 < a) (hb : 0 < b) (hne : a ≠ b)
    (wl wc wr : ℝ) : ¬ Reproduces 5 a b wl wc wr := by
  intro h
  -- degree four already fixes the weights, and the quintic then leaves a defect
  obtain ⟨rfl, rfl, rfl⟩ := weights_unique ha hb (fun p hp => h p (by omega))
  have h5 : secondDiff a b (fun x => x ^ 5) =
      (((3 : ℕ) : ℝ) + 2) * (((3 : ℕ) : ℝ) + 1) *
        (leftWeight a b * (-a) ^ 3 + centreWeight a b * 0 ^ 3 + rightWeight a b * b ^ 3) :=
    moment_equation h 3 (by norm_num)
  push_cast at h5
  have hd := quintic_defect ha hb
  have hzero : 2 / 3 * (a - b) * (2 * a + b) * (a + 2 * b) = 0 := by
    linear_combination h5 - hd
  exact mul_ne_zero (mul_ne_zero (mul_ne_zero (by norm_num) (sub_ne_zero.mpr hne))
    (by positivity)) (by positivity) hzero

end

end NonuniformNumerov
```

```lean
#print axioms NonuniformNumerov.weights_nonneg_iff
#print axioms NonuniformNumerov.nonuniform_numerov
#print axioms NonuniformNumerov.numerov_at_grid_point
#print axioms NonuniformNumerov.not_reproduces_five
```

```
'NonuniformNumerov.weights_nonneg_iff' depends on axioms: [propext, Classical.choice, Quot.sound]
'NonuniformNumerov.nonuniform_numerov' depends on axioms: [propext, Classical.choice, Quot.sound]
'NonuniformNumerov.numerov_at_grid_point' depends on axioms: [propext, Classical.choice, Quot.sound]
'NonuniformNumerov.not_reproduces_five' depends on axioms: [propext, Classical.choice, Quot.sound]
```

## Three moments fix three weights

Let $a,b>0$ be the left and right steps, and let

$$D[u]=2\left(\frac{u(b)}{b(a+b)}-\frac{u(0)}{ab}+\frac{u(-a)}{a(a+b)}\right).$$

We want weights $w_l,w_c,w_r$ with $D[p]=w_l\,p''(-a)+w_c\,p''(0)+w_r\,p''(b)$. For $p=1$ and $p=x$ both sides vanish. The next three monomials give

$$D[x^2]=2,\qquad D[x^3]=2(b-a),\qquad D[x^4]=2(a^2-ab+b^2).$$

Dividing by the factors 2, 6 and 12 from the second derivatives leaves

$$w_l+w_c+w_r=1,\qquad b\,w_r-a\,w_l=\frac{b-a}{3},\qquad a^2w_l+b^2w_r=\frac{a^2-ab+b^2}{6}.$$

The third equation minus $b$ times the second isolates $w_l$; the third plus $a$ times the second isolates $w_r$. The first then gives $w_c$:

$$w_l=\frac{a^2+ab-b^2}{6a(a+b)},\qquad w_c=\frac{a^2+3ab+b^2}{6ab},\qquad w_r=\frac{b^2+ab-a^2}{6b(a+b)}.$$

By linearity, these weights work for every polynomial of degree at most 4.

For $a=1$, $b=2$ and $p=x^4$, the difference is $2(\tfrac{16}{6}+\tfrac13)=6$, and the weighted sum is $12(-\tfrac1{18}+\tfrac5{36}\cdot4)=6$.

## Where the golden ratio enters

The central weight is always positive. With $r=b/a$, the outer numerators are

$$b^2+ab-a^2=a^2\left(r-\tfrac{\sqrt5-1}{2}\right)\left(r+\tfrac{\sqrt5+1}{2}\right),$$
$$a^2+ab-b^2=a^2\left(\tfrac{\sqrt5+1}{2}-r\right)\left(r+\tfrac{\sqrt5-1}{2}\right).$$

The last factor in each line is positive, so $w_r\ge0$ means $r\ge(\sqrt5-1)/2$ and $w_l\ge0$ means $r\le(\sqrt5+1)/2$. Within these bounds the right-hand side is a true weighted average of $p''$.

## Degree five needs equal steps

For $x^5$ the difference is $2(b-a)(a^2+b^2)$, while the weighted sum is $\tfrac{10}{3}(b-a)(a^2+ab+b^2)$. Subtracting gives the defect $\tfrac23(a-b)(2a+b)(a+2b)$, which is nonzero whenever $a\ne b$. Since degree 4 has already fixed the weights, no other choice can repair it.

## What the Lean statements say

`secondDiff` is $D$, acting on any real function. `Reproduces n a b wl wc wr` quantifies over all polynomials in `ℝ[X]` with `natDegree` at most `n`, and `derivative` is the formal derivative. The theorem `nonuniform_numerov` says that three arbitrary real weights reproduce degree 4 if and only if they are the stated ones, and adds the sign criterion. The hypotheses `ha` and `hb` place the outer nodes on opposite sides of the centre. `numerov_at_grid_point` moves the identity to nodes $x-a,\,x,\,x+b$. The statements concern polynomials only: they give no error bound for general smooth functions and no stability result for a recursion.

## How the proof follows the algebra

`reproduces_four` writes $p$ and $p''$ in coefficients, then clears denominators with `field_simp` and compares both sides with `ring`. `moment_equation` tests the rule on $x^{n+2}$; `weights_unique` takes $n=0,1,2$ and solves the system above through `linear_combination`. In `weights_nonneg_iff`, the identities `hf` are the two factorisations, and `hpos` supplies the positive factor. The grid-point version composes $p$ with a translation. `not_reproduces_five` combines uniqueness with `quintic_defect`.

## In a radial or one-dimensional solver

The stationary Schrödinger equation for a particle of mass $m$ and energy $E$ in a one-dimensional potential $V$ reads $u''=g(x)u$ with $g=2m(V-E)/\hbar^2$. In a central potential, $x>0$ is the distance from the centre, $u$ is $x$ times the radial wavefunction, and $g$ gains the term $\ell(\ell+1)/x^2$ for angular momentum quantum number $\ell$. Write $u_-,u_0,u_+$ and $g_-,g_0,g_+$ for the values at $x-a,\,x,\,x+b$. Replacing $u''$ by $gu$ in the rule gives the approximate step

$$\left(\frac{2}{b(a+b)}-w_rg_+\right)u_+=\left(\frac{2}{ab}+w_cg_0\right)u_0-\left(\frac{2}{a(a+b)}-w_lg_-\right)u_-.$$

A program that uses this step computes the three weights from the local steps and divides by the left bracket, which must be nonzero. On a geometric grid $x_j=x_0q^j$ with $x_0>0$ and $q>1$, the ratio $b/a$ is $q$ everywhere, so the weights stay nonnegative for $q\le(\sqrt5+1)/2\approx1.618$.
